# A cooperatively bound trimer can have a positive three-body increment

The declaration concerns a model of three fragments in which each pair has energy -1, the full trimer has energy -2, and single fragments and the empty cluster have energy 0. It states that binding is cooperative in the sense that E(S ∪ T) + E(S ∩ T) ≤ E(S) + E(T) for all clusters S and T, while each pair increment is -1 and the triple increment is +1. An increment here is the energy of a cluster minus the increments of all its proper subclusters. The attempt checks the inequality and a table of proposed increments over the integers by `decide +kernel`, then carries both over to real energies, using the uniqueness of the many-body expansion to identify the increments.

The failing Lean file:

```lean
import Mathlib

open Finset

namespace CooperativeIncrements

variable {ι : Type*} [DecidableEq ι]

/-- The many-body increment of a cluster `U`: its energy minus the increments of all its
proper subclusters. -/
noncomputable def increment (E : Finset ι → ℝ) (U : Finset ι) : ℝ :=
  E U - ∑ T ∈ U.ssubsets.attach, increment E T.1
termination_by U.card
decreasing_by exact Finset.card_lt_card (Finset.mem_ssubsets.mp T.2)

/-- Cooperative binding: the energies of the union and the overlap of two clusters add up to
at most the sum of the energies of the two clusters. -/
def Cooperative (E : Finset ι → ℝ) : Prop :=
  ∀ S T, E (S ∪ T) + E (S ∩ T) ≤ E S + E T

/-- The many-body expansion: the energy of a cluster is the sum of the increments of all its
subclusters. -/
theorem energy_eq_sum_increment (E : Finset ι → ℝ) (S : Finset ι) :
    E S = ∑ U ∈ S.powerset, increment E U := by
  have h : increment E S = E S - ∑ T ∈ S.ssubsets, increment E T := by
    conv_lhs => rw [increment]
    rw [Finset.sum_attach S.ssubsets (fun T => increment E T)]
  -- separate the full cluster from its proper subclusters
  have h2 : increment E S + ∑ T ∈ S.ssubsets, increment E T
      = ∑ U ∈ S.powerset, increment E U :=
    Finset.add_sum_erase S.powerset (increment E) (Finset.mem_powerset_self S)
  linarith

/-- If the energy of every cluster is the sum of terms `d U` over its subclusters, then these
terms are the many-body increments. -/
theorem increment_unique (E d : Finset ι → ℝ)
    (h : ∀ S, E S = ∑ U ∈ S.powerset, d U) (U : Finset ι) : increment E U = d U := by
  induction U using Finset.strongInduction with
  | H U ih =>
    have h1 : increment E U + ∑ T ∈ U.ssubsets, increment E T
        = ∑ T ∈ U.powerset, increment E T :=
      Finset.add_sum_erase U.powerset (increment E) (Finset.mem_powerset_self U)
    have h2 : d U + ∑ T ∈ U.ssubsets, d T = ∑ T ∈ U.powerset, d T :=
      Finset.add_sum_erase U.powerset d (Finset.mem_powerset_self U)
    -- the increments of all proper subclusters agree already
    have h3 : ∑ T ∈ U.ssubsets, increment E T = ∑ T ∈ U.ssubsets, d T :=
      Finset.sum_congr rfl (fun T hT => ih T (Finset.mem_ssubsets.mp hT))
    have h4 := energy_eq_sum_increment E U
    have h5 := h U
    linarith

/-- Energies of a model trimer: `-1` for each pair, `-2` for the full trimer, and `0` for
single fragments and the empty cluster. -/
def trimerEnergy (S : Finset (Fin 3)) : ℤ :=
  if S.card = 2 then -1 else if S.card = 3 then -2 else 0

/-- A table on the subclusters of the trimer: `-1` for pairs, `+1` for the triple, and `0`
otherwise. -/
def trimerIncrement (U : Finset (Fin 3)) : ℤ :=
  if U.card = 2 then -1 else if U.card = 3 then 1 else 0

/-- The model trimer binds cooperatively, although its pair increments are `-1` and its triple
increment is `+1`. -/
theorem trimer_cooperative_with_positive_triple :
    Cooperative (fun S => (trimerEnergy S : ℝ)) ∧
    (∀ U : Finset (Fin 3), U.card = 2 →
      increment (fun S => (trimerEnergy S : ℝ)) U = -1) ∧
    increment (fun S => (trimerEnergy S : ℝ)) Finset.univ = 1 := by
  have hsum : ∀ S, trimerEnergy S = ∑ U ∈ S.powerset, trimerIncrement U := by
    decide +kernel
  have hcoop : ∀ S T, trimerEnergy (S ∪ T) + trimerEnergy (S ∩ T)
      ≤ trimerEnergy S + trimerEnergy T := by
    decide +kernel
  have key : ∀ U, increment (fun S => (trimerEnergy S : ℝ)) U = (trimerIncrement U : ℝ) :=
    increment_unique _ (fun U => (trimerIncrement U : ℝ))
      (fun S => by exact_mod_cast hsum S)
  refine ⟨fun S T => by exact_mod_cast hcoop S T, fun U hU => ?_, ?_⟩
  · have h : trimerIncrement U = -1 := if_pos hU
    rw [key, h]
    norm_num
  · have h : trimerIncrement Finset.univ = 1 := by decide +kernel
    rw [key, h]
    norm_num

end CooperativeIncrements
```

Compiling this gives:

```
Main.lean:77:24: error: mod_cast has type
  trimerEnergy (S ∪ T) + trimerEnergy (S ∩ T) ≤ trimerEnergy S + trimerEnergy T
but is expected to have type
  (fun S => ↑(trimerEnergy S)) (S ∪ T) + (fun S => ↑(trimerEnergy S)) (S ∩ T) ≤
    (fun S => ↑(trimerEnergy S)) S + (fun S => ↑(trimerEnergy S)) T
```

Cause. The one error is in the proof of cooperativity. The integer inequality `hcoop S T` is the right fact, but the goal comes from applying `Cooperative` to the function `fun S => (trimerEnergy S : ℝ)`, and it still contains unreduced applications such as `(fun S => ↑(trimerEnergy S)) (S ∪ T)`. The casts sit inside these functions, so `exact_mod_cast` does not see sums of cast integers that it could turn into an integer inequality. The goal stays an inequality between reals, and the integer statement does not have that type.

The repair first states the real inequality as `hreal`, with each cast applied directly to an energy. In that form `exact_mod_cast hcoop S T` can remove the casts and close the goal. The original goal is then given `hreal S T` with no cast normalisation. Lean accepts it because applying the functions to their arguments turns the goal into exactly that inequality, so the two statements are equal by definition.

The mended proof, as a diff:

```diff
@@ -75,5 +75,8 @@
     increment_unique _ (fun U => (trimerIncrement U : ℝ))
       (fun S => by exact_mod_cast hsum S)
-  refine ⟨fun S T => by exact_mod_cast hcoop S T, fun U hU => ?_, ?_⟩
+  have hreal : ∀ S T, (trimerEnergy (S ∪ T) : ℝ) + (trimerEnergy (S ∩ T) : ℝ)
+      ≤ (trimerEnergy S : ℝ) + (trimerEnergy T : ℝ) :=
+    fun S T => by exact_mod_cast hcoop S T
+  refine ⟨fun S T => hreal S T, fun U hU => ?_, ?_⟩
   · have h : trimerIncrement U = -1 := if_pos hU
     rw [key, h]
```
